# On the axis of a disc that grows at fixed positive charge density, the potential diverges, but potential differences converge

Suppose the potential above a positively charged slab is computed from finite flakes of fixed charge density, with the zero of potential at infinity, and that their radius grows in equal steps. The numbers never settle: each step raises the potential by an amount that doesn't die out. Two people who stop at different radii will disagree about the energy of a test charge at the same height, and neither value approaches a property of the slab. For a uniformly charged disc, seen from its axis, the part that grows with the radius is the same at every height, so it cancels from potential differences.

## From rings to the slab limit

Let the disc have radius R and surface charge density s, in Gaussian units, and let z be the height on its axis. A ring of radius r and width dr carries the charge 2πsr dr at distance √(r² + z²), so

V_R(z) = ∫₀ᴿ 2πsr/√(r² + z²) dr.

For r > 0 the derivative of √(r² + z²) with respect to r is r/√(r² + z²). The integral is therefore

V_R(z) = 2πs(√(R² + z²) − |z|).

At z = 0 the integrand is the constant 2πs for r > 0, and the formula correctly gives 2πsR.

The distance to the rim is at least R. It is also at most R + z²/(2R), because

(R + z²/(2R))² = R² + z² + z⁴/(4R²) ≥ R² + z².

Hence, for R > 0,

0 ≤ √(R² + z²) − R ≤ z²/(2R),

and this excess vanishes as R → ∞. Subtracting 2πsR from the potential leaves

V_R(z) − 2πsR = 2πs(√(R² + z²) − R) − 2πs|z| → −2πs|z|.

If s > 0, the subtracted term tends to infinity, and so does V_R(z). In a difference between two heights it cancels:

V_R(z) − V_R(w) → −2πs(|z| − |w|).

With w = 0 and z ≥ 0 the limit is −2πsz. For a finite disc,

V_R(z) − V_R(0) + 2πs|z| = 2πs(√(R² + z²) − R),

which is at most π|s|z²/R in absolute value.

Now stack finitely many coaxial discs of common radius R, with densities σ_i at heights h_i. Write U_R(z) for their total potential and Q = Σσ_i for their total density. Adding the limits gives

U_R(z) − 2πQR → −Σ 2πσ_i|z − h_i|.

If Q = 0, then U_R(z) itself converges. Conversely, if U_R(z) converges, so does 2πQR; dividing by R shows that 2πQ = 0. The absolute potential thus has a finite limit exactly when the stack is neutral.

For charged slabs in electronic-structure work, this shows in a simple model of rigid, uniform, unscreened sheets why the zero of potential can't be left at infinity when the net charge is not zero: another reference has to be stated.

## The disc and the stack as Lean functions

```lean
import Mathlib

open Filter Topology MeasureTheory
open scoped Real

namespace ChargedFlake

noncomputable section
```

The function `flakePotential s R z` is V_R(z), with the density as an explicit argument. All three arguments are real numbers; the radius is physically meaningful for `R ≥ 0`.

```lean
/-- Potential on the axis of a disc of radius `R ≥ 0` and surface charge density `s`, at height `z`,
in Gaussian units: the sum over rings of radius `r`. The denominator vanishes only at the single
point `r = 0` when `z = 0`. -/
def flakePotential (s R z : ℝ) : ℝ :=
  ∫ r in (0 : ℝ)..R, 2 * π * s * r / √(r ^ 2 + z ^ 2)
```

In a stack, the finite type `ι` labels the discs, and `σ` and `h` give their densities and heights. Each disc is evaluated at the relative height `z - h i`.

```lean
/-- Axial potential at height `z` of a stack of coaxial flakes of common radius `R ≥ 0`, with surface
charge densities `σ i` at heights `h i`. -/
def stackPotential {ι : Type*} [Fintype ι] (σ h : ι → ℝ) (R z : ℝ) : ℝ :=
  ∑ i, flakePotential (σ i) R (z - h i)
```

The definitions describe axial points only. They contain no lateral variation of the charge, no dielectric response and no periodic images, and all discs in a stack grow together.

One wrong formalisation looks harmless: putting the limit into the definition by integrating over all r > 0. That integral diverges, and Mathlib assigns the value 0 to the integral of a non-integrable function. The potential difference would then come out as 0 instead of −2πsz. Here the radius stays finite inside the integral, and the limit is taken after the subtraction.

## The integral and the excess at the rim

The closed form holds for either sign of `s` and `z`. In its proof, `hd` is the derivative of the distance to a ring, `hc` its continuity, and `hi` the integrability of the derivative, which follows from `hc` and from its being non-negative. The version of the fundamental theorem used here needs the derivative only in the open interval. This matters at z = 0, where the distance is |r| and has no derivative at r = 0.

```lean
/-- Closed form of the axial potential of a flake of radius `R ≥ 0`. -/
theorem flakePotential_eq (s z : ℝ) {R : ℝ} (hR : 0 ≤ R) :
    flakePotential s R z = 2 * π * s * (√(R ^ 2 + z ^ 2) - |z|) := by
  -- the distance to a ring is a primitive of the integrand
  have hd : ∀ r ∈ Set.Ioo 0 R,
      HasDerivAt (fun r : ℝ => √(r ^ 2 + z ^ 2)) (r / √(r ^ 2 + z ^ 2)) r := by
    intro r hr
    have hr0 : 0 < r := hr.1
    have hp : r ^ 2 + z ^ 2 ≠ 0 := by positivity
    have h0 : HasDerivAt (fun r : ℝ => r ^ 2 + z ^ 2) (2 * r) r := by
      simpa using (hasDerivAt_pow 2 r).add_const (z ^ 2)
    exact (h0.sqrt hp).congr_deriv (mul_div_mul_left _ _ two_ne_zero)
  have hc : Continuous (fun r : ℝ => √(r ^ 2 + z ^ 2)) := by fun_prop
  -- a nonnegative derivative is integrable, also when `z = 0`
  have hi : IntervalIntegrable (fun r : ℝ => r / √(r ^ 2 + z ^ 2)) volume 0 R := by
    apply intervalIntegral.intervalIntegrable_deriv_of_nonneg hc.continuousOn
    · simpa only [min_eq_left hR, max_eq_right hR] using hd
    · intro r hr
      rw [min_eq_left hR, max_eq_right hR] at hr
      exact div_nonneg hr.1.le (Real.sqrt_nonneg _)
  have h := intervalIntegral.integral_eq_sub_of_hasDerivAt_of_le hR hc.continuousOn hd hi
  have hint : ∫ r in (0 : ℝ)..R, r / √(r ^ 2 + z ^ 2)
      = √(R ^ 2 + z ^ 2) - √((0 : ℝ) ^ 2 + z ^ 2) := h
  have h0 : √((0 : ℝ) ^ 2 + z ^ 2) = |z| := by
    rw [zero_pow two_ne_zero, zero_add, Real.sqrt_sq_eq_abs]
  simp only [flakePotential, mul_div_assoc]
  rw [intervalIntegral.integral_const_mul, hint, h0]
```

The next lemma bounds the excess distance to the rim. For the upper bound, `Real.sqrt_le_iff` reduces the claim to the comparison of squares made above, and `nlinarith` uses that the extra term, the square of z²/(2R), is non-negative.

```lean
/-- The distance from an axial point at height `z` to the rim exceeds the radius `R > 0` by at most
`z² / (2R)`, and is never less than the radius. -/
theorem rim_excess_bounds (z : ℝ) {R : ℝ} (hR : 0 < R) :
    0 ≤ √(R ^ 2 + z ^ 2) - R ∧ √(R ^ 2 + z ^ 2) - R ≤ z ^ 2 / (2 * R) := by
  constructor
  · exact sub_nonneg.2 ((Real.le_sqrt' hR).2 (by nlinarith [sq_nonneg z]))
  · have ht : 2 * R * (z ^ 2 / (2 * R)) = z ^ 2 := by field_simp
    have hle : √(R ^ 2 + z ^ 2) ≤ R + z ^ 2 / (2 * R) :=
      Real.sqrt_le_iff.2 ⟨by positivity, by nlinarith [sq_nonneg (z ^ 2 / (2 * R))]⟩
    linarith
```

## Limits for a single disc

`Tendsto … atTop (𝓝 L)` says that a quantity converges to `L` as R → ∞. Below, `he` squeezes the excess between 0 and z²/(2R). The closed form then turns this into a limit for the potential; since it requires `R ≥ 0`, the two expressions are identified only for such radii.

```lean
/-- Once the term `2πsR` is subtracted, the potential of a growing flake converges to
`-2πs|z|`. -/
theorem flakePotential_renormalised (s z : ℝ) :
    Tendsto (fun R => flakePotential s R z - 2 * π * s * R) atTop
      (𝓝 (-(2 * π * s * |z|))) := by
  have hg : Tendsto (fun R : ℝ => z ^ 2 / (2 * R)) atTop (𝓝 0) :=
    (tendsto_id.const_mul_atTop (by norm_num : (0 : ℝ) < 2)).const_div_atTop (z ^ 2)
  have he : Tendsto (fun R : ℝ => √(R ^ 2 + z ^ 2) - R) atTop (𝓝 0) := by
    refine squeeze_zero' ?_ ?_ hg
    · filter_upwards [eventually_gt_atTop 0] with R hR using (rim_excess_bounds z hR).1
    · filter_upwards [eventually_gt_atTop 0] with R hR using (rim_excess_bounds z hR).2
  have h := (he.const_mul (2 * π * s)).sub_const (2 * π * s * |z|)
  rw [mul_zero, zero_sub] at h
  refine h.congr' ?_
  filter_upwards [eventually_ge_atTop 0] with R hR
  rw [flakePotential_eq s z hR]
  ring
```

Subtracting this limit at two heights cancels 2πsR.

```lean
/-- The potential difference between any two axial points has a finite limit as the flake grows. -/
theorem potential_difference_tendsto (s z w : ℝ) :
    Tendsto (fun R => flakePotential s R z - flakePotential s R w) atTop
      (𝓝 (-(2 * π * s * (|z| - |w|)))) := by
  have h := (flakePotential_renormalised s z).sub (flakePotential_renormalised s w)
  convert h using 1
  · funext R
    ring
  · congr 1
    ring
```

The main theorem assumes `0 < s` and `0 ≤ z`. Its first half, with `atTop` as the target, says that the potential grows beyond every bound; the proof adds the divergent term `hlin` back to the convergent remainder. Its second half sets the reference height to zero and replaces |z| by z.

```lean
/-- For a flake with `s > 0` and a height `z ≥ 0`, the axial potential diverges as the radius grows,
while its difference from the value at the flake tends to `-2πsz`. -/
theorem slab_limit {s z : ℝ} (hs : 0 < s) (hz : 0 ≤ z) :
    Tendsto (fun R => flakePotential s R z) atTop atTop ∧
    Tendsto (fun R => flakePotential s R z - flakePotential s R 0) atTop
      (𝓝 (-(2 * π * s * z))) := by
  constructor
  · have hc : 0 < 2 * π * s := by positivity
    have hlin : Tendsto (fun R : ℝ => 2 * π * s * R) atTop atTop :=
      tendsto_id.const_mul_atTop hc
    refine ((flakePotential_renormalised s z).add_atTop hlin).congr ?_
    intro R
    ring
  · have h := potential_difference_tendsto s z 0
    rwa [abs_zero, sub_zero, abs_of_nonneg hz] at h
```

The finite-radius estimate needs only `R > 0`. The equation `he` writes the error as 2πs times the excess at the rim, to which the earlier bound applies.

```lean
/-- For a flake of finite radius `R > 0`, the potential difference between height `z` and the flake
centre deviates from `-2πs|z|` by at most `π|s|z²/R`. -/
theorem finite_flake_error (s z : ℝ) {R : ℝ} (hR : 0 < R) :
    |(flakePotential s R z - flakePotential s R 0 + 2 * π * s * |z|)|
      ≤ π * |s| * z ^ 2 / R := by
  have h0 : √(R ^ 2 + (0 : ℝ) ^ 2) = R := by
    rw [zero_pow two_ne_zero, add_zero, Real.sqrt_sq hR.le]
  have he : flakePotential s R z - flakePotential s R 0 + 2 * π * s * |z|
      = 2 * π * s * (√(R ^ 2 + z ^ 2) - R) := by
    rw [flakePotential_eq s z hR.le, flakePotential_eq s 0 hR.le, h0, abs_zero]
    ring
  obtain ⟨hlo, hhi⟩ := rim_excess_bounds z hR
  have hp : (0 : ℝ) ≤ 2 * π := by positivity
  rw [he, abs_mul, abs_mul, abs_of_nonneg hp, abs_of_nonneg hlo]
  calc 2 * π * |s| * (√(R ^ 2 + z ^ 2) - R)
      ≤ 2 * π * |s| * (z ^ 2 / (2 * R)) := mul_le_mul_of_nonneg_left hhi (by positivity)
    _ = π * |s| * z ^ 2 / R := by ring
```

## Neutrality and the absolute potential

For a stack, the single-disc limits are added over the finite index type, and the terms linear in R combine into one.

```lean
/-- The potential of a stack of growing flakes, less `2πR` times the total charge density,
converges to the sum of the potentials `-2πσ|z - h|` of its sheets. -/
theorem stackPotential_renormalised {ι : Type*} [Fintype ι] (σ h : ι → ℝ) (z : ℝ) :
    Tendsto (fun R => stackPotential σ h R z - 2 * π * (∑ i, σ i) * R) atTop
      (𝓝 (∑ i, -(2 * π * σ i * |z - h i|))) := by
  have hsum := tendsto_finsetSum Finset.univ
    (fun i _ => flakePotential_renormalised (σ i) (z - h i))
  refine hsum.congr ?_
  intro R
  simp only [stackPotential, Finset.sum_sub_distrib, Finset.mul_sum, Finset.sum_mul]
```

In the last theorem, `∃ L` says that the potential at the chosen point has some finite limit. The neutrality condition doesn't involve `z`, so convergence at one axial point implies convergence at all of them. In the forward direction, `hmul` multiplies the convergent difference by 1/R, and `hconst` recognises the result as the constant 2πQ, which must then be zero. In the reverse direction, neutrality removes the subtracted term from the preceding theorem.

```lean
/-- The potential of a stack of flakes at a given axial point has a finite limit for growing radius
if and only if the total charge density of the stack is zero. -/
theorem stack_converges_iff_neutral {ι : Type*} [Fintype ι] (σ h : ι → ℝ) (z : ℝ) :
    (∃ L, Tendsto (fun R => stackPotential σ h R z) atTop (𝓝 L)) ↔ ∑ i, σ i = 0 := by
  have hren := stackPotential_renormalised σ h z
  constructor
  · rintro ⟨L, hL⟩
    -- the term linear in `R` would converge, so its slope vanishes
    have hmul := (hL.sub hren).mul tendsto_inv_atTop_zero
    rw [mul_zero] at hmul
    have hconst : Tendsto (fun _ : ℝ => 2 * π * ∑ i, σ i) atTop (𝓝 0) := by
      refine hmul.congr' ?_
      filter_upwards [eventually_gt_atTop 0] with R hR
      rw [sub_sub_cancel, mul_assoc, mul_inv_cancel₀ hR.ne', mul_one]
    have hzero := tendsto_nhds_unique tendsto_const_nhds hconst
    have hp : 2 * π ≠ 0 := by positivity
    exact (mul_eq_zero.1 hzero).resolve_left hp
  · intro hQ
    refine ⟨_, hren.congr ?_⟩
    intro R
    rw [hQ, mul_zero, zero_mul, sub_zero]

end

end ChargedFlake
```

```lean
#print axioms ChargedFlake.potential_difference_tendsto
-- 'ChargedFlake.potential_difference_tendsto' depends on axioms: [propext, Classical.choice, Quot.sound]
#print axioms ChargedFlake.slab_limit
-- 'ChargedFlake.slab_limit' depends on axioms: [propext, Classical.choice, Quot.sound]
#print axioms ChargedFlake.finite_flake_error
-- 'ChargedFlake.finite_flake_error' depends on axioms: [propext, Classical.choice, Quot.sound]
#print axioms ChargedFlake.stack_converges_iff_neutral
-- 'ChargedFlake.stack_converges_iff_neutral' depends on axioms: [propext, Classical.choice, Quot.sound]
```
